# The shifted law 1/(z − d)³ matches the first-order atom–surface strength through order 1/z⁴

For real d and z > 0, let

J(z) = 4 ∫₀^∞ q² e^(−2qz) (1 + 2qd) dq.

Then, as z tends to infinity,

z⁵ [1/(z − d)³ − J(z)] → 6d².

Here z is the distance of an atom from a chosen origin plane near a perfectly screening surface, q is the lateral wave number of the field, and d is the position of the centroid of the induced surface charge, measured from the same origin and positive towards the atom. J(z) is the van der Waals strength for a surface response kept to first order in q, with the prefactor C₃ divided out, so that the energy is −C₃ J(z). Moving the reference plane to d reproduces this strength up to an error of order 1/z⁵. At finite distance, for z > 0 and z > d, the error is known exactly:

1/(z − d)³ − J(z) = d² (6z² − 8dz + 3d²) / [z⁴ (z − d)³].

## Choosing the plane of a van der Waals tail

A code that attaches a tail −C₃/(z − s)³ to an atom–surface energy curve needs a value for the plane s. In the model treated here, a flat surface with a single frequency-independent response truncated at first order in q, the choice s = d is the only one that gets the 1/z⁴ term right. Any other plane leaves an error in the strength, 1/(z − s)³ − J(z), whose leading part is 3(s − d)/z⁴. In particular, a tail measured from the origin plane, s = 0, misses the term 3d/z⁴.

The exact remainder also shows how closely the shifted tail follows J at a given distance. Take z = 1 and d = 0.1 in any length unit. Then J = 1.3, the shifted law gives about 1.3717, and the unshifted law gives 1. The leading estimate 6d²/z⁵ is 0.06, while the actual difference is about 0.0717. A routine that evaluates the q integral numerically can be compared with these values.

The origin has to be the same for z and d. The shifted law depends only on z − d, but J does not: truncating the response at first order in q ties it to the origin about which the expansion was made.

## From wave-number moments to the error term

Let g(q) be the surface response: an external potential e^(qx), with x pointing out of the surface, induces the potential −g(q) e^(−qx) outside. The reduced strength is

4 ∫₀^∞ q² e^(−2qz) g(q) dq.

For a sharp perfect mirror at x = d, the total potential must vanish there, so e^(qd) = g(q) e^(−qd) and g(q) = e^(2qd). To first order in q this is 1 + 2qd, the response used in J. The same linear term holds for a smooth induced charge profile ρ(x), provided that the surface screens completely, so that the total potential vanishes deep inside. In Gaussian units the induced potential is (2π/q) ∫ ρ(x′) e^(−q|x − x′|) dx′. Cancellation deep inside requires (2π/q) ∫ ρ(x′) e^(−qx′) dx′ = −1, while outside g(q) = −(2π/q) ∫ ρ(x′) e^(qx′) dx′. Hence g(q) is the ratio of ∫ ρ(x′) e^(qx′) dx′ to ∫ ρ(x′) e^(−qx′) dx′, which is 1 + 2qd to first order in q, with d the centroid of ρ in the limit of small q. For a partly screening dielectric, the linear coefficient need not be given by the centroid.

All the integrals needed are moments. For a > 0 and n = 0, 1, 2, …, write

Iₙ = ∫₀^∞ qⁿ e^(−aq) dq.

Directly, I₀ = 1/a. For n ≥ 1, integration by parts gives Iₙ = (n/a) Iₙ₋₁, since the boundary terms vanish. Hence

Iₙ = n!/a^(n+1).

For the mirror with z > d, the exponentials combine to e^(−2q(z − d)). With a = 2(z − d) and n = 2, the strength is

4 · 2/[2(z − d)]³ = 1/(z − d)³.

For the first-order response, a = 2z. The second moment is 2/(2z)³ = 1/(4z³) and the third is 6/(2z)⁴ = 3/(8z⁴), so

J(z) = 4 · 1/(4z³) + 4 · 2d · 3/(8z⁴) = 1/z³ + 3d/z⁴.

Now put the difference over the common denominator z⁴(z − d)³. Its numerator is z⁴ − (z + 3d)(z − d)³, and

(z + 3d)(z³ − 3dz² + 3d²z − d³) = z⁴ − 6d²z² + 8d³z − 3d⁴.

The terms in z³ cancel, which is the effect of choosing the plane d. What remains is d²(6z² − 8dz + 3d²), as stated above. This numerator is positive when d ≠ 0 and z > 0, because

3(6z² − 8dz + 3d²) = (3d − 4z)² + 2z².

The first-order strength therefore lies strictly below the mirror strength whenever d ≠ 0, z > 0 and z > d. For d = 0 the two are equal.

For the limit, set u = 1/z. Multiplying the exact difference by z⁵ gives

d² (6 − 8du + 3d²u²) / (1 − du)³,

which is continuous at u = 0 and has the value 6d² there.

For a general trial plane s, the same substitution gives

z⁴ [1/(z − s)³ − J(z)] = (3s − 3s²u + s³u²)/(1 − su)³ − 3d → 3(s − d).

This limit is zero exactly when s = d.

## Lean source

```lean
import Mathlib

open MeasureTheory Set Filter Topology

namespace AtomSurfaceReferencePlane

noncomputable section

/-- Reduced van der Waals strength at distance `z` from a surface whose response to a
field of lateral wave number `q` is `g q`. -/
def vdwStrength (g : ℝ → ℝ) (z : ℝ) : ℝ :=
  4 * ∫ q in Ioi (0 : ℝ), q ^ 2 * Real.exp (-2 * q * z) * g q

/-- Response of a sharp mirror whose surface lies at position `d`. -/
def mirrorResponse (d q : ℝ) : ℝ := Real.exp (2 * q * d)

/-- Surface response to first order in the wave number, with charge centroid `d`. -/
def firstOrderResponse (d q : ℝ) : ℝ := 1 + 2 * q * d

/-- Moments of an evanescent field: the integral of `q ^ n * exp (-a q)` over positive
wave numbers is `n! / a ^ (n + 1)`. -/
theorem evanescent_moment (n : ℕ) {a : ℝ} (ha : 0 < a) :
    ∫ q in Ioi (0 : ℝ), q ^ n * Real.exp (-(a * q)) = (n.factorial : ℝ) / a ^ (n + 1) := by
  have h := Real.integral_rpow_mul_exp_neg_mul_Ioi (a := (n : ℝ) + 1) (r := a)
    (by positivity) ha
  have e : (1 / a) ^ ((n : ℝ) + 1) = (1 / a) ^ (n + 1) := by
    exact_mod_cast Real.rpow_natCast (1 / a) (n + 1)
  rw [Real.Gamma_nat_eq_factorial, add_sub_cancel_right, e] at h
  simp only [Real.rpow_natCast] at h
  rw [h, one_div_pow, one_div_mul_eq_div]

/-- The evanescent moments are integrals of integrable functions. -/
theorem evanescent_integrable (n : ℕ) {a : ℝ} (ha : 0 < a) :
    Integrable (fun q : ℝ => q ^ n * Real.exp (-(a * q))) (volume.restrict (Ioi 0)) := by
  -- a non-integrable function would have integral zero in Lean
  by_contra h
  have h0 := integral_undef h
  rw [evanescent_moment n ha] at h0
  have hpos : 0 < (n.factorial : ℝ) / a ^ (n + 1) := by positivity
  exact hpos.ne' h0

/-- A sharp mirror at position `d` acts on an atom at `z > d` with strength
`1 / (z - d) ^ 3`. -/
theorem mirror_strength {d z : ℝ} (h : d < z) :
    vdwStrength (mirrorResponse d) z = 1 / (z - d) ^ 3 := by
  have key : ∀ q : ℝ, q ^ 2 * Real.exp (-2 * q * z) * Real.exp (2 * q * d)
      = q ^ 2 * Real.exp (-(2 * (z - d) * q)) := by
    intro q
    rw [mul_assoc, ← Real.exp_add,
      show -2 * q * z + 2 * q * d = -(2 * (z - d) * q) by ring]
  have f2 : ((Nat.factorial 2 : ℕ) : ℝ) = 2 := by norm_num [Nat.factorial]
  simp only [vdwStrength, mirrorResponse, key]
  rw [evanescent_moment 2 (by linarith : 0 < 2 * (z - d)), f2]
  generalize z - d = x
  ring

/-- The first-order surface response gives the strength `1 / z ^ 3 + 3 d / z ^ 4`. -/
theorem firstOrder_strength (d : ℝ) {z : ℝ} (hz : 0 < z) :
    vdwStrength (firstOrderResponse d) z = 1 / z ^ 3 + 3 * d / z ^ 4 := by
  have key : ∀ q : ℝ, q ^ 2 * Real.exp (-2 * q * z) * (1 + 2 * q * d)
      = q ^ 2 * Real.exp (-(2 * z * q))
        + 2 * d * (q ^ 3 * Real.exp (-(2 * z * q))) := by
    intro q
    rw [show -2 * q * z = -(2 * z * q) by ring]
    ring
  have ha : 0 < 2 * z := by linarith
  have f2 : ((Nat.factorial 2 : ℕ) : ℝ) = 2 := by norm_num [Nat.factorial]
  have f3 : ((Nat.factorial 3 : ℕ) : ℝ) = 6 := by norm_num [Nat.factorial]
  simp only [vdwStrength, firstOrderResponse, key]
  rw [integral_add (evanescent_integrable 2 ha)
      ((evanescent_integrable 3 ha).const_mul (2 * d)),
    integral_const_mul, evanescent_moment 2 ha, evanescent_moment 3 ha, f2, f3]
  ring

/-- Exact difference, at finite distance, between the law with reference plane `d` and
the first-order strength. -/
theorem shift_remainder {d z : ℝ} (hz : 0 < z) (h : d < z) :
    1 / (z - d) ^ 3 - vdwStrength (firstOrderResponse d) z
      = d ^ 2 * (6 * z ^ 2 - 8 * d * z + 3 * d ^ 2) / (z ^ 4 * (z - d) ^ 3) := by
  have hz' : z ≠ 0 := hz.ne'
  have hd : z - d ≠ 0 := (sub_pos.mpr h).ne'
  rw [firstOrder_strength d hz]
  field_simp
  ring

/-- For a nonzero centroid position, the first-order strength lies strictly below that
of the sharp mirror placed at the centroid. -/
theorem firstOrder_lt_mirror {d z : ℝ} (hd : d ≠ 0) (hz : 0 < z) (h : d < z) :
    vdwStrength (firstOrderResponse d) z < vdwStrength (mirrorResponse d) z := by
  have hr := shift_remainder hz h
  have hzd : 0 < z - d := sub_pos.mpr h
  have hd2 : 0 < d ^ 2 := by positivity
  have hz2 : 0 < z ^ 2 := by positivity
  -- three times the quadratic form is a sum of squares
  have hq : 0 < 6 * z ^ 2 - 8 * d * z + 3 * d ^ 2 := by
    nlinarith [sq_nonneg (3 * d - 4 * z)]
  have hp : 0 < d ^ 2 * (6 * z ^ 2 - 8 * d * z + 3 * d ^ 2) / (z ^ 4 * (z - d) ^ 3) :=
    div_pos (mul_pos hd2 hq) (by positivity)
  rw [mirror_strength h]
  linarith

/-- Reference-plane shift: the law `1 / (z - d) ^ 3` differs from the first-order
strength by a term whose product with `z ^ 5` tends to `6 d ^ 2` at large distance. -/
theorem reference_plane_shift (d : ℝ) :
    Tendsto (fun z : ℝ => z ^ 5 * (1 / (z - d) ^ 3 - vdwStrength (firstOrderResponse d) z))
      atTop (𝓝 (6 * d ^ 2)) := by
  -- the scaled difference is a continuous function of the inverse distance
  have hc : ContinuousAt (fun u : ℝ =>
      d ^ 2 * (6 - 8 * d * u + 3 * d ^ 2 * u ^ 2) / (1 - d * u) ^ 3) 0 :=
    ContinuousAt.div (by fun_prop) (by fun_prop) (by norm_num)
  have e : d ^ 2 * (6 - 8 * d * 0 + 3 * d ^ 2 * 0 ^ 2) / (1 - d * 0) ^ 3 = 6 * d ^ 2 := by
    ring
  have hl := hc.tendsto.comp tendsto_inv_atTop_zero
  rw [e] at hl
  refine hl.congr' ?_
  filter_upwards [eventually_gt_atTop 0, eventually_gt_atTop d] with z hz h
  have hz' : z ≠ 0 := hz.ne'
  have hd : z - d ≠ 0 := (sub_pos.mpr h).ne'
  have hu : 1 - d * z⁻¹ = (z - d) / z := by field_simp
  simp only [Function.comp_apply]
  rw [hu, shift_remainder hz h]
  field_simp

/-- With a trial reference plane `s`, the difference from the first-order strength,
multiplied by `z ^ 4`, tends to `3 (s - d)`. -/
theorem trial_plane_error (d s : ℝ) :
    Tendsto (fun z : ℝ => z ^ 4 * (1 / (z - s) ^ 3 - vdwStrength (firstOrderResponse d) z))
      atTop (𝓝 (3 * (s - d))) := by
  have hc : ContinuousAt (fun u : ℝ =>
      (3 * s - 3 * s ^ 2 * u + s ^ 3 * u ^ 2) / (1 - s * u) ^ 3 - 3 * d) 0 :=
    (ContinuousAt.div (by fun_prop) (by fun_prop) (by norm_num)).sub continuousAt_const
  have e : (3 * s - 3 * s ^ 2 * 0 + s ^ 3 * 0 ^ 2) / (1 - s * 0) ^ 3 - 3 * d
      = 3 * (s - d) := by ring
  have hl := hc.tendsto.comp tendsto_inv_atTop_zero
  rw [e] at hl
  refine hl.congr' ?_
  filter_upwards [eventually_gt_atTop 0, eventually_gt_atTop s] with z hz h
  have hz' : z ≠ 0 := hz.ne'
  have hs : z - s ≠ 0 := (sub_pos.mpr h).ne'
  have hu : 1 - s * z⁻¹ = (z - s) / z := by field_simp
  simp only [Function.comp_apply]
  rw [hu, firstOrder_strength d hz]
  field_simp
  ring

/-- A reference plane `s` reproduces the first-order strength with an error that vanishes
faster than `1 / z ^ 4` exactly when `s` is the charge centroid `d`. -/
theorem reference_plane_unique (d s : ℝ) :
    Tendsto (fun z : ℝ => z ^ 4 * (1 / (z - s) ^ 3 - vdwStrength (firstOrderResponse d) z))
      atTop (𝓝 0) ↔ s = d := by
  constructor
  · intro h
    have h0 := tendsto_nhds_unique h (trial_plane_error d s)
    linarith
  · intro h
    have ht := trial_plane_error d s
    rwa [show 3 * (s - d) = 0 by rw [h]; ring] at ht

end

end AtomSurfaceReferencePlane
```

```lean
#print axioms AtomSurfaceReferencePlane.firstOrder_strength
-- 'AtomSurfaceReferencePlane.firstOrder_strength' depends on axioms: [propext, Classical.choice, Quot.sound]
#print axioms AtomSurfaceReferencePlane.firstOrder_lt_mirror
-- 'AtomSurfaceReferencePlane.firstOrder_lt_mirror' depends on axioms: [propext, Classical.choice, Quot.sound]
#print axioms AtomSurfaceReferencePlane.reference_plane_shift
-- 'AtomSurfaceReferencePlane.reference_plane_shift' depends on axioms: [propext, Classical.choice, Quot.sound]
#print axioms AtomSurfaceReferencePlane.reference_plane_unique
-- 'AtomSurfaceReferencePlane.reference_plane_unique' depends on axioms: [propext, Classical.choice, Quot.sound]
```

## The surface model in the theorems

`vdwStrength g z` is the reduced strength for an arbitrary real function `g`; the set `Ioi 0` is the range q > 0. The two responses are separate definitions, `mirrorResponse d` for e^(2qd) and `firstOrderResponse d` for 1 + 2qd. Thus J(z) is `vdwStrength (firstOrderResponse d) z`.

The main theorem, `reference_plane_shift`, holds for every real d, including zero and negative values. `Tendsto … atTop (𝓝 (6 * d ^ 2))` says that the scaled difference approaches 6d² as z grows without bound. It needs no separate hypothesis on z, since only large z matters. The finite-distance statements do carry their conditions: `shift_remainder` assumes z > 0 and z > d, and `firstOrder_lt_mirror` assumes d ≠ 0 as well.

`reference_plane_unique` compares planes within the family 1/(z − s)³. It says that the error, multiplied by z⁴, tends to zero if and only if s = d. It does not compare this family with other functional forms.

The physical content of the definitions is assumed. In Lean, d is a real parameter; no charge density appears, and its identification with the charge centroid belongs to the interpretation of the linear response coefficient. The mirror response is likewise a definition, from which the law 1/(z − d)³ is then proved. The linear response is used at every q, although as an approximation to a real surface it is meant for small q.

The model also leaves out the frequency dependence of the surface response, the higher multipoles of the atom, retardation, lateral corrugation and the overlap of electron densities at short range. The frequency dependence of the atom's dipole polarizability enters only through C₃. In a calculation with frequency-dependent response, the reference plane comes from a weighted average over imaginary frequencies, and this d stands in for that average. The value of C₃ has to be supplied separately.

## How the Lean proof follows the calculation

`evanescent_moment` obtains the moments from Mathlib's Gamma-function integral instead of repeated integration by parts. Most of its steps convert real exponents into natural-number powers and Γ(n + 1) into n!.

`evanescent_integrable` supplies the convergence needed to split an integral of a sum. Lean assigns the value zero to the integral of a non-integrable function, so the positive value n!/a^(n+1) rules out non-integrability.

`mirror_strength` combines the two exponentials and applies the second moment. `firstOrder_strength` splits the integrand into its q² and q³ parts, using `integral_add` and `integral_const_mul`, and inserts the two moments.

In `shift_remainder`, `field_simp` clears the denominators, which are nonzero by the hypotheses, and `ring` checks the polynomial identity expanded above. `firstOrder_lt_mirror` then needs only the sign of the remainder. There `nlinarith` receives the square (3d − 4z)² and proves the quadratic factor positive.

The limit theorem follows the substitution u = 1/z. The statement `hc` establishes continuity of the rational function at u = 0, and `tendsto_inv_atTop_zero` states that 1/z tends to zero. Composing them gives the limit of the rational expression. The step `hl.congr'` transfers that limit to the original expression, because the two agree once z exceeds both 0 and d; `filter_upwards` introduces precisely those conditions.

`trial_plane_error` repeats the argument with s in the shifted law. For the forward direction of `reference_plane_unique`, `tendsto_nhds_unique` equates the assumed limit 0 with the computed limit 3(s − d), which forces s = d. The reverse direction substitutes s = d into the computed limit.

## A response specified only near q = 0

The surface could also have been modelled by a general response with the small-q expansion

g(q) = 1 + 2qd + cq² + …,

where c is a second-order coefficient. This is closer to a surface calculation that supplies only the first few coefficients. The proof would then need a bound on the remainder near q = 0 and a growth condition at large q, so that the integral converges and its large-z expansion can be controlled.

Under such conditions the 1/z⁴ term is unchanged, and d remains the plane that reproduces it. The next order does change: the term cq² contributes 3c/z⁵ to the strength, so the limit 6d² becomes 6d² − 3c. For the sharp mirror c = 2d², and the limit is zero, as it must be when the shifted law is exact. The constant 6d² therefore belongs to the truncated response, and a code that uses it as an error estimate for a real surface is setting c to zero. It is also leaving out the quadrupole polarizability of the atom, which contributes at the same order, 1/z⁵. This extension is a calculation by hand and is not among the theorems in the file.
